# The quantum metric bounds the Berry curvature at a projector of any rank

The occupied orbitals of a band insulator change as the crystal momentum is varied. Two questions can be asked about a pair of directions in momentum space: how strongly does the occupied space turn, and what geometric phase does it collect around a small loop? The first is answered by the quantum metric, the second by the Berry curvature. The problems below ask how large the curvature can be when the metric is given.

The electrons are non-interacting, and the one-particle basis is finite and orthonormal, labelled by `n`. All matrices are complex.

```lean
import Mathlib

open Matrix

namespace QuantumGeometry

noncomputable section

variable {n : Type*} [Fintype n] {P A B : Matrix n n ℂ}
```

The occupied space enters through its one-particle density matrix $P$, with $P^\dagger=P$ and $P^2=P$. The eigenvalues of $P$ can only be 0 or 1, so thermal and correlated density matrices with fractional occupations are excluded. The rank of $P$ is arbitrary.

```lean
/-- A one-particle density matrix of fully occupied orbitals: a Hermitian idempotent. -/
structure IsProjector (P : Matrix n n ℂ) : Prop where
  herm : P.IsHermitian
  idem : P * P = P
```

If $P$ depends on a parameter, differentiating $P^2=P$ gives $A=PA+AP$ for the derivative $A$. The file contains no parameter and no derivative: a tangent is any Hermitian matrix that satisfies this equation.

```lean
/-- A tangent at `P`: a Hermitian first-order change `A` with `A = PA + AP`. -/
structure IsTangent (P A : Matrix n n ℂ) : Prop where
  herm : A.IsHermitian
  off : A = P * A + A * P
```

For two directions $A$ and $B$, define the geometric tensor $Q(A,B)=\mathrm{tr}(PAB)$,

```lean
/-- The quantum geometric tensor `tr(PAB)`. -/
def geomTensor (P A B : Matrix n n ℂ) : ℂ := trace (P * A * B)
```

the metric $g(A,B)=\mathrm{Re}\,\mathrm{tr}(AB)$,

```lean
/-- The quantum metric, the real part of `tr(AB)`. -/
def metric (A B : Matrix n n ℂ) : ℝ := (trace (A * B)).re
```

and the curvature $\Omega(A,B)=\mathrm{tr}(P[A,B])$. No factor $i$ is included, so `curvature` is complex-valued.

```lean
/-- The Berry curvature `tr(P[A, B])`, without a factor `i`. -/
def curvature (P A B : Matrix n n ℂ) : ℂ := trace (P * (A * B - B * A))
```

## (a) The squared norm of a matrix

Show that $\mathrm{tr}(X^\dagger X)$ measures the size of all entries of $X$:
$$\mathrm{Re}\,\mathrm{tr}(X^\dagger X)=\sum_{i,j}|X_{ij}|^2 .$$

**Solution.** The $j$-th diagonal entry of $X^\dagger X$ is $\sum_i \overline{X_{ij}}X_{ij}=\sum_i|X_{ij}|^2$. Sum over $j$. In Lean the double sum runs over pairs `p`, with the column in `p.1` and the row in `p.2`.

```lean
/-- The real part of `tr(XᴴX)` is the sum of the squared moduli of the entries of `X`. -/
theorem hs_self (X : Matrix n n ℂ) :
    (trace (Xᴴ * X)).re = ∑ p : n × n, ‖X p.2 p.1‖ ^ 2 := by
  have h : trace (Xᴴ * X) = ∑ p : n × n, star (X p.2 p.1) * X p.2 p.1 := by
    simp [Matrix.trace, Matrix.mul_apply, Fintype.sum_prod_type]
  rw [h, Complex.re_sum]
  refine Finset.sum_congr rfl fun p _ => ?_
  rw [Complex.sq_norm, Complex.normSq_apply]
  simp [Complex.mul_re]
```

## (b) Cauchy-Schwarz for matrices

Bound the overlap of two matrices by their norms:
$$|\mathrm{tr}(X^\dagger Y)|^2\le \mathrm{Re}\,\mathrm{tr}(X^\dagger X)\;\mathrm{Re}\,\mathrm{tr}(Y^\dagger Y).$$

**Solution.** The triangle inequality gives $|\mathrm{tr}(X^\dagger Y)|\le\sum_{i,j}|X_{ij}||Y_{ij}|$, which is `h1`. Square it, apply the Cauchy-Schwarz inequality for real sums, and recognise the two factors from (a).

```lean
/-- The Cauchy-Schwarz inequality for the Hilbert-Schmidt product `tr(XᴴY)`. -/
theorem hs_cauchy_schwarz (X Y : Matrix n n ℂ) :
    ‖trace (Xᴴ * Y)‖ ^ 2 ≤ (trace (Xᴴ * X)).re * (trace (Yᴴ * Y)).re := by
  have h : trace (Xᴴ * Y) = ∑ p : n × n, star (X p.2 p.1) * Y p.2 p.1 := by
    simp [Matrix.trace, Matrix.mul_apply, Fintype.sum_prod_type]
  have h1 : ‖trace (Xᴴ * Y)‖ ≤ ∑ p : n × n, ‖X p.2 p.1‖ * ‖Y p.2 p.1‖ := by
    rw [h]
    exact (norm_sum_le _ _).trans_eq
      (Finset.sum_congr rfl fun p _ => by rw [norm_mul, norm_star])
  rw [hs_self, hs_self]
  exact (pow_le_pow_left₀ (norm_nonneg _) h1 2).trans
    (Finset.sum_mul_sq_le_sq_mul_sq _ _ _)
```

## (c) The geometric tensor as an inner product

For a projector $P$ and Hermitian $A$, show that
$$Q(A,B)=\mathrm{tr}\big((AP)^\dagger BP\big).$$

**Solution.** Since $(AP)^\dagger=PA$, the right side is $\mathrm{tr}(PABP)=\mathrm{tr}(P^2AB)=\mathrm{tr}(PAB)$, by cyclicity and then $P^2=P$. Nothing is required of $B$.

```lean
/-- For a projector `P` and Hermitian `A`, the geometric tensor is the Hilbert-Schmidt
product of `AP` and `BP`. -/
theorem geomTensor_eq_hs (hP : IsProjector P) (hA : A.IsHermitian) (B : Matrix n n ℂ) :
    geomTensor P A B = trace ((A * P)ᴴ * (B * P)) := by
  unfold geomTensor
  rw [conjTranspose_mul, hA.eq, hP.herm.eq, ← mul_assoc, trace_mul_comm (P * A * B) P,
    ← mul_assoc, ← mul_assoc, hP.idem]
```

## (d) Metric and curvature from one complex number

For tangents $A$ and $B$ at a projector, show that $\mathrm{tr}(AB)$ is real and that
$$\mathrm{tr}(AB)=g(A,B)=2\,\mathrm{Re}\,Q(A,B),\qquad \Omega(A,B)=2i\,\mathrm{Im}\,Q(A,B).$$

**Solution.** Exchanging the directions conjugates the tensor (`hs`):
$$\overline{Q(A,B)}=\mathrm{tr}\big((PAB)^\dagger\big)=\mathrm{tr}(BAP)=Q(B,A).$$
Tangency splits the trace (`ht`):
$$\mathrm{tr}(AB)=\mathrm{tr}(PAB)+\mathrm{tr}(APB)=Q(A,B)+Q(B,A)=2\,\mathrm{Re}\,Q(A,B).$$
Expanding the commutator (`hc`) gives $\Omega(A,B)=Q(A,B)-Q(B,A)=2i\,\mathrm{Im}\,Q(A,B)$. Where the metric is defined as $\mathrm{Re}\,Q$, it is half of the $g$ used here.

```lean
/-- For tangents `A`, `B` at a projector `P`, the trace `tr(AB)` is real and equals the metric;
the metric is twice the real part of the geometric tensor, and the curvature is `2i` times
its imaginary part. -/
theorem metric_and_curvature (hP : IsProjector P) (hA : IsTangent P A) (hB : IsTangent P B) :
    trace (A * B) = (metric A B : ℂ) ∧ metric A B = 2 * (geomTensor P A B).re ∧
      curvature P A B = ((2 * (geomTensor P A B).im : ℝ) : ℂ) * Complex.I := by
  -- exchanging the two directions conjugates the tensor
  have hs : geomTensor P B A = star (geomTensor P A B) := by
    unfold geomTensor
    rw [← trace_conjTranspose, conjTranspose_mul, conjTranspose_mul, hA.herm.eq,
      hB.herm.eq, hP.herm.eq, ← mul_assoc, trace_mul_cycle B A P]
  -- tangency splits the trace into the two orderings
  have ht : trace (A * B) = geomTensor P A B + geomTensor P B A := by
    have h : A * B = P * A * B + A * P * B := by rw [← add_mul, ← hA.off]
    unfold geomTensor
    rw [h, trace_add, trace_mul_cycle A P B, trace_mul_cycle B A P]
  have hc : curvature P A B = geomTensor P A B - geomTensor P B A := by
    simp only [curvature, geomTensor, mul_sub, trace_sub, mul_assoc]
  have hm : metric A B = 2 * (geomTensor P A B).re := by
    rw [metric, ht, hs, Complex.add_re, Complex.star_def, Complex.conj_re]
    ring
  refine ⟨?_, hm, ?_⟩
  · rw [hm, ht, hs]
    apply Complex.ext <;> simp
    ring
  · rw [hc, hs]
    apply Complex.ext <;> simp
    ring
```

## (e) The metric bounds the curvature

For tangents $A$ and $B$ at a projector, show that
$$|\Omega(A,B)|^2\le g(A,A)\,g(B,B)-g(A,B)^2 .$$

**Solution.** Put $X=AP$ and $Y=BP$ in (b). By (c),
$$(\mathrm{Re}\,Q(A,B))^2+(\mathrm{Im}\,Q(A,B))^2\le Q(A,A)\,Q(B,B).$$
By (d), $Q(A,A)=g(A,A)/2$ and $Q(B,B)=g(B,B)/2$. Multiplying by 4 turns the left side into $g(A,B)^2+|\Omega(A,B)|^2$. In Lean, `cs` is the Cauchy-Schwarz step, the rewrites insert (d), and `nlinarith` does the final arithmetic.

Applied at one crystal momentum of a non-interacting insulator with finitely many orbitals per cell, this says that Berry curvature forces the occupied space to turn. In a tight-binding model whose position operator is diagonal in the orbitals, and with the orbital positions included in the Bloch phases, the sum of $g(A,A)$ over the Cartesian directions, averaged over the Brillouin zone, is twice the gauge-invariant part of the Wannier spread of the occupied bands. That average is not treated here.

```lean
/-- The quantum metric bounds the Berry curvature: for two tangents at a projector of any rank,
the Gram determinant of the metric is at least the squared modulus of the curvature. -/
theorem curvature_sq_le_metric_det (hP : IsProjector P) (hA : IsTangent P A)
    (hB : IsTangent P B) :
    ‖curvature P A B‖ ^ 2 ≤ metric A A * metric B B - metric A B ^ 2 := by
  have cs := hs_cauchy_schwarz (A * P) (B * P)
  rw [← geomTensor_eq_hs hP hA.herm B, ← geomTensor_eq_hs hP hA.herm A,
    ← geomTensor_eq_hs hP hB.herm B, Complex.sq_norm, Complex.normSq_apply] at cs
  obtain ⟨-, hm, hc⟩ := metric_and_curvature hP hA hB
  rw [hc, norm_mul, Complex.norm_I, mul_one, Complex.norm_real, Real.norm_eq_abs, sq_abs,
    hm, (metric_and_curvature hP hA hA).2.1, (metric_and_curvature hP hB hB).2.1]
  nlinarith [cs]
```

## (f) The trace bound

Deduce a bound by the average of the two diagonal metric elements:
$$|\Omega(A,B)|\le\tfrac12\big(g(A,A)+g(B,B)\big).$$

**Solution.** Part (a) with $X=A=A^\dagger$ gives $g(A,A)\ge0$, and likewise $g(B,B)\ge0$. From (e),
$$|\Omega(A,B)|^2\le g(A,A)\,g(B,B)\le\Big(\frac{g(A,A)+g(B,B)}2\Big)^2,$$
because the last two expressions differ by $\tfrac14(g(A,A)-g(B,B))^2$. Both sides of the claim are non-negative, so the square root may be taken.

```lean
/-- The trace bound: for two tangents at a projector, the modulus of the curvature is at most
half the trace of the metric. -/
theorem curvature_le_metric_trace (hP : IsProjector P) (hA : IsTangent P A)
    (hB : IsTangent P B) :
    ‖curvature P A B‖ ≤ (metric A A + metric B B) / 2 := by
  have pos : ∀ X : Matrix n n ℂ, X.IsHermitian → 0 ≤ metric X X := fun X hX => by
    have h := hs_self X
    rw [hX.eq] at h
    rw [metric, h]
    positivity
  have h := curvature_sq_le_metric_det hP hA hB
  have hs : 0 ≤ (metric A A + metric B B) / 2 := by
    linarith [pos A hA.herm, pos B hB.herm]
  -- the geometric mean is at most the arithmetic mean
  have hq : ‖curvature P A B‖ ^ 2 ≤ ((metric A A + metric B B) / 2) ^ 2 := by
    nlinarith [sq_nonneg (metric A A - metric B B), sq_nonneg (metric A B)]
  exact le_of_not_gt fun hlt => by
    nlinarith [mul_pos (sub_pos.2 hlt) (sub_pos.2 hlt), mul_nonneg hs (sub_pos.2 hlt).le]
```

## (g) When the trace bound is reached

Show that equality, with a definite sign of the curvature, is a condition on the occupied space:
$$g(A,A)+g(B,B)=-2i\,\Omega(A,B)\iff (A+iB)P=0 .$$

**Solution.** Let $X=(A+iB)P$. Expanding and using (c),
$$\mathrm{tr}(X^\dagger X)=Q(A,A)+Q(B,B)+i\big(Q(A,B)-Q(B,A)\big)=\tfrac12\big(g(A,A)+g(B,B)\big)+i\,\Omega(A,B).$$
This is real, since $i\,\Omega(A,B)=-2\,\mathrm{Im}\,Q(A,B)$. It vanishes exactly when the left-hand equation holds, and by (a) it vanishes exactly when every entry of $X$ is zero. The expansion is `hX`, and its real part is `hre`. For the opposite sign of the curvature, replace $B$ by $-B$.

```lean
/-- For tangents `A`, `B` at a projector `P`, the trace of the metric equals `-2i` times the
curvature exactly when `A + iB` annihilates the occupied space. -/
theorem ideal_iff (hP : IsProjector P) (hA : IsTangent P A) (hB : IsTangent P B) :
    ((metric A A + metric B B : ℝ) : ℂ) = -2 * Complex.I * curvature P A B ↔
      (A + Complex.I • B) * P = 0 := by
  have hcurv := (metric_and_curvature hP hA hB).2.2
  -- expand the squared norm of (A + iB)P in the geometric tensor and the curvature
  have hX : trace (((A + Complex.I • B) * P)ᴴ * ((A + Complex.I • B) * P)) =
      geomTensor P A A + geomTensor P B B + Complex.I * curvature P A B := by
    have hc : curvature P A B = geomTensor P A B - geomTensor P B A := by
      simp only [curvature, geomTensor, mul_sub, trace_sub, mul_assoc]
    rw [hc, geomTensor_eq_hs hP hA.herm A, geomTensor_eq_hs hP hB.herm B,
      geomTensor_eq_hs hP hA.herm B, geomTensor_eq_hs hP hB.herm A]
    simp only [add_mul, Matrix.smul_mul, conjTranspose_add, conjTranspose_smul, mul_add,
      Matrix.mul_smul, trace_add, trace_smul, Complex.star_def, Complex.conj_I, smul_eq_mul]
    linear_combination (-trace ((B * P)ᴴ * (B * P))) * Complex.I_sq
  have hre : (trace (((A + Complex.I • B) * P)ᴴ * ((A + Complex.I • B) * P))).re =
      (metric A A + metric B B) / 2 - 2 * (geomTensor P A B).im := by
    rw [hX, hcurv, (metric_and_curvature hP hA hA).2.1, (metric_and_curvature hP hB hB).2.1]
    simp only [Complex.add_re, Complex.mul_re, Complex.mul_im, Complex.I_re, Complex.I_im,
      Complex.ofReal_re, Complex.ofReal_im]
    ring
  have hr : -2 * Complex.I * curvature P A B = ((4 * (geomTensor P A B).im : ℝ) : ℂ) := by
    rw [hcurv]
    push_cast
    linear_combination (-4 * ((geomTensor P A B).im : ℂ)) * Complex.I_sq
  rw [hr, Complex.ofReal_inj]
  constructor
  · intro h
    have h0 : ∑ p : n × n, ‖((A + Complex.I • B) * P) p.2 p.1‖ ^ 2 = 0 := by
      rw [← hs_self ((A + Complex.I • B) * P), hre]
      linarith
    ext i j
    have h1 := (Finset.sum_eq_zero_iff_of_nonneg (fun p _ => sq_nonneg _)).1 h0 (j, i)
      (Finset.mem_univ _)
    exact norm_eq_zero.1 ((pow_eq_zero_iff two_ne_zero).1 h1)
  · intro h
    rw [h, mul_zero, trace_zero, Complex.zero_re] at hre
    linarith
```

## (h) A partner that saturates the bound

Given any tangent $A$, show that $J=i(AP-PA)$ is also a tangent and that
$$|\Omega(A,J)|^2=g(A,A)\,g(J,J)-g(A,J)^2 .$$

**Solution.** Multiplying $A=PA+AP$ by $P$ from the left gives $PA=PA+PAP$, so $PAP=0$ (`pap`). The matrix $J$ is Hermitian, because $J^\dagger=-i(PA-AP)=J$. It is a tangent, because
$$PJ+JP=i(PAP-PA+AP-PAP)=J.$$
Moreover
$$(A+iJ)P=AP-(AP-PA)P=PAP=0,$$
so (g) gives $|\Omega(A,J)|=\tfrac12(g(A,A)+g(J,J))$. With (e),
$$\Big(\frac{g(A,A)+g(J,J)}2\Big)^2=|\Omega(A,J)|^2\le g(A,A)\,g(J,J)-g(A,J)^2\le\Big(\frac{g(A,A)+g(J,J)}2\Big)^2 .$$
The two ends agree, so equality holds throughout. For $A=0$ both sides are zero.

```lean
/-- Sharpness: for every tangent `A` at a projector `P`, the matrix `i(AP - PA)` is also a
tangent, and for this pair the metric bound on the curvature is an equality. -/
theorem bound_saturated (hP : IsProjector P) (hA : IsTangent P A) :
    IsTangent P (Complex.I • (A * P - P * A)) ∧
      ‖curvature P A (Complex.I • (A * P - P * A))‖ ^ 2 =
        metric A A * metric (Complex.I • (A * P - P * A)) (Complex.I • (A * P - P * A)) -
          metric A (Complex.I • (A * P - P * A)) ^ 2 := by
  have e1 : P * (P * A) = P * A := by rw [← mul_assoc, hP.idem]
  have e2 : A * P * P = A * P := by rw [mul_assoc, hP.idem]
  -- a tangent has no occupied-occupied block
  have pap : P * A * P = 0 := by
    have h : P * A = P * A + P * A * P := by
      calc P * A = P * (P * A + A * P) := by rw [← hA.off]
        _ = P * A + P * A * P := by rw [mul_add, e1, mul_assoc P A P]
    exact add_left_cancel (a := P * A) (by rw [add_zero]; exact h.symm)
  have hJ : IsTangent P (Complex.I • (A * P - P * A)) := by
    constructor
    · change (Complex.I • (A * P - P * A))ᴴ = _
      rw [conjTranspose_smul, conjTranspose_sub, conjTranspose_mul, conjTranspose_mul,
        hA.herm.eq, hP.herm.eq, Complex.star_def, Complex.conj_I]
      module
    · rw [Matrix.mul_smul, Matrix.smul_mul, ← smul_add, mul_sub, sub_mul, e1, e2,
        mul_assoc P A P]
      congr 1
      abel
  refine ⟨hJ, ?_⟩
  have h0 : (A + Complex.I • (Complex.I • (A * P - P * A))) * P = 0 := by
    rw [add_mul, Matrix.smul_mul, Matrix.smul_mul, sub_mul, e2, pap, sub_zero, smul_smul,
      Complex.I_mul_I, neg_smul, one_smul, add_neg_cancel]
  have hn := congrArg norm ((ideal_iff hP hA hJ).2 h0)
  have hle := curvature_sq_le_metric_det hP hA hJ
  generalize Complex.I • (A * P - P * A) = J at hn hle ⊢
  rw [Complex.norm_real, Real.norm_eq_abs, norm_mul, norm_mul, Complex.norm_I, norm_neg,
    Complex.norm_ofNat, mul_one] at hn
  have hsq : (metric A A + metric J J) ^ 2 = (2 * ‖curvature P A J‖) ^ 2 := by
    rw [← hn, sq_abs]
  refine le_antisymm hle ?_
  nlinarith [sq_nonneg (metric A A - metric J J), sq_nonneg (metric A J)]
```

## (i) Two occupied orbitals out of three

Take $P=\mathrm{diag}(1,1,0)$ and
$$A=\begin{pmatrix}0&0&1\\0&0&0\\1&0&0\end{pmatrix},\qquad B=\begin{pmatrix}0&0&-i\\0&0&1\\i&1&0\end{pmatrix}.$$
Check that $P$ is a projector with tangents $A$ and $B$, and that
$$\Omega(A,B)=2i .$$

**Solution.** $P$ is Hermitian and idempotent. Both $A$ and $B$ are Hermitian and connect only occupied with empty orbitals, so they are tangents. The first two diagonal entries of $AB$ are $i$ and $0$; those of $BA$ are $-i$ and $0$. Hence $\Omega(A,B)=i-(-i)=2i$.

The metric follows from the entries: $g(A,A)=2$, $g(B,B)=4$ and $g(A,B)=0$. The bound in (e) reads $4\le8$, and the one in (f) reads $2\le3$. The partner $J$ from (h) is $B$ without its two entries equal to 1. It has $g(J,J)=2$, $g(A,J)=0$ and $\Omega(A,J)=2i$, so (e) becomes $4=4$. The Lean statement covers the projector, the two tangents and the value of $\Omega(A,B)$; it goes through the matrix entries one by one.

```lean
/-- Two occupied orbitals out of three, with two explicit tangents whose curvature is `2i`. -/
theorem tangent_witness :
    IsProjector (!![1, 0, 0; 0, 1, 0; 0, 0, 0] : Matrix (Fin 3) (Fin 3) ℂ) ∧
    IsTangent !![1, 0, 0; 0, 1, 0; 0, 0, 0] !![0, 0, 1; 0, 0, 0; 1, 0, 0] ∧
    IsTangent !![1, 0, 0; 0, 1, 0; 0, 0, 0]
      !![0, 0, -Complex.I; 0, 0, 1; Complex.I, 1, 0] ∧
    curvature !![1, 0, 0; 0, 1, 0; 0, 0, 0] !![0, 0, 1; 0, 0, 0; 1, 0, 0]
      !![0, 0, -Complex.I; 0, 0, 1; Complex.I, 1, 0] = 2 * Complex.I := by
  refine ⟨⟨?_, ?_⟩, ⟨?_, ?_⟩, ⟨?_, ?_⟩, ?_⟩
  · exact Matrix.IsHermitian.ext fun i j => by fin_cases i <;> fin_cases j <;> simp
  · ext i j
    fin_cases i <;> fin_cases j <;> simp [Matrix.mul_apply, Fin.sum_univ_succ]
  · exact Matrix.IsHermitian.ext fun i j => by fin_cases i <;> fin_cases j <;> simp
  · ext i j
    fin_cases i <;> fin_cases j <;> simp
  · exact Matrix.IsHermitian.ext fun i j => by fin_cases i <;> fin_cases j <;> simp
  · ext i j
    fin_cases i <;> fin_cases j <;> simp
  · simp [curvature, Matrix.trace, Fin.sum_univ_succ]
    ring

end

end QuantumGeometry
```

```lean
#print axioms QuantumGeometry.curvature_sq_le_metric_det
-- 'QuantumGeometry.curvature_sq_le_metric_det' depends on axioms: [propext, Classical.choice, Quot.sound]
#print axioms QuantumGeometry.curvature_le_metric_trace
-- 'QuantumGeometry.curvature_le_metric_trace' depends on axioms: [propext, Classical.choice, Quot.sound]
#print axioms QuantumGeometry.bound_saturated
-- 'QuantumGeometry.bound_saturated' depends on axioms: [propext, Classical.choice, Quot.sound]
```
